# Quadratic and cubic response in a one-variable model of self-consistent screening

Before a density functional perturbation calculation assembles a nonlinear susceptibility, it usually iterates the linear response. In a common scheme, a trial induced potential is added to the applied one, the first-order density is recomputed, and the cycle repeats until the induced potential stops changing. The converged first-order field then enters the quadratic and cubic response more than once, and so does any error left in it.

In a model with one real variable and a constant, linear feedback, screening reduces to a single factor, whose powers can be counted. Let $x(F)=f(F+Kx(F))$ on an open interval of applied fields $F$, with $f$ three times differentiable, $x$ continuous and $1-Kf'\neq0$ at the total field $F+Kx(F)$. With $s=1/(1-Kf')$ and all derivatives of $f$ taken at the total field,

$$x'=sf',\qquad x''=s^3f'',\qquad x'''=s^4f'''+3Ks^5(f'')^2 .$$

```lean
import Mathlib

open Topology

namespace SelfConsistentScreening

noncomputable section
```

Every quantity below is a real number or a real function of one variable. $F$ is a static applied field, $x$ the response (a dipole, say), $f$ the bare response to the total field, and $K$ the coupling that turns the response into an induced field.

## The self-consistent branch

```lean
/-- The total field `F + K x(F)`: the applied field plus the field induced by the response. -/
def totalField (K : ℝ) (x : ℝ → ℝ) (F : ℝ) : ℝ := F + K * x F
```

This is the total field $u(F)=F+Kx(F)$. In Lean, `totalField K x F` is a function applied to three arguments, written without brackets or commas.

```lean
/-- The screening factor `s = 1 / (1 - K f')` at total field `v`, where `f₁` is the slope `f'`; it
has this meaning only where `1 - K f'(v) ≠ 0`. -/
def screening (K : ℝ) (f₁ : ℝ → ℝ) (v : ℝ) : ℝ := (1 - K * f₁ v)⁻¹
```

This is $s(v)=(1-Kf'(v))^{-1}$. The slope enters as a separate function `f₁`; the theorems later require it to be the derivative of $f$. Lean sets $0^{-1}=0$, so the definition has its physical meaning only where $1-Kf'\neq0$. For $f'>0$, a negative $K$ gives $0<s<1$, and the induced field weakens a change in the applied one; a positive $K$ with $Kf'<1$ gives $s>1$ and strengthens it. The name "screening factor" covers both cases here.

```lean
/-- A continuous branch of self-consistent responses `x(F) = f(F + K x(F))` on an open set `U` of
applied fields, along which `1 - K f₁` does not vanish at the total field. -/
structure ScreenedBranch (K : ℝ) (f f₁ x : ℝ → ℝ) (U : Set ℝ) : Prop where
  isOpen : IsOpen U
  continuousOn : ContinuousOn x U
  selfConsistent : ∀ F ∈ U, x F = f (totalField K x F)
  nonresonant : ∀ F ∈ U, 1 - K * f₁ (totalField K x F) ≠ 0
```

`ScreenedBranch` bundles four conditions into one proposition: the set $U$ of applied fields is open, $x$ is continuous on it, the self-consistency equation holds there, and $1-Kf'(u)\neq0$. The last condition stands for the absence of a polarisation catastrophe, the point at which an induced field would sustain itself to first order with no change in the applied field.

That such a branch exists is assumed. Continuity matters because the equation can have several solutions at one field, and a function that jumps between them need not have a derivative.

## Three derivatives of the response

```lean
variable {K F : ℝ} {f f₁ f₂ f₃ x : ℝ → ℝ} {U : Set ℝ}

/-- On a screened branch of a differentiable `f`, the total field changes with the applied field
at the rate `s`. -/
theorem hasDerivAt_totalField (hf : ∀ v, HasDerivAt f (f₁ v) v)
    (h : ScreenedBranch K f f₁ x U) (hF : F ∈ U) :
    HasDerivAt (totalField K x) (screening K f₁ (totalField K x F)) F := by
  have hx : ContinuousAt x F := h.continuousOn.continuousAt (h.isOpen.mem_nhds hF)
  have hc : ContinuousAt (fun G => G + K * x G) F := by fun_prop
  have hg : HasDerivAt (fun v => v - K * f v) (1 - K * f₁ (totalField K x F))
      (totalField K x F) := (hasDerivAt_id' _).fun_sub ((hf _).const_mul K)
  -- the total field inverts the map `v ↦ v - K f(v)`
  have hinv : ∀ᶠ G in 𝓝 F, (fun v => v - K * f v) (totalField K x G) = G := by
    filter_upwards [h.isOpen.mem_nhds hF] with G hG
    have e := h.selfConsistent G hG
    show totalField K x G - K * f (totalField K x G) = G
    rw [← e]
    unfold totalField
    ring
  exact HasDerivAt.of_local_left_inverse hc hg (h.nonresonant F hF) hinv
```

`HasDerivAt g d F` says that $g$ has derivative $d$ at $F$. The hypothesis `hf` says that $f$ has slope `f₁ v` at every real $v$. The conclusion is $u'(F)=s$.

By hand, set $g(v)=v-Kf(v)$. Self-consistency gives $g(u(G))=u(G)-Kx(G)=G$ for $G$ in $U$, so $u(G)\neq u(F)$ when $G\neq F$, and

$$\frac{u(G)-u(F)}{G-F}=\left[\frac{g(u(G))-g(u(F))}{u(G)-u(F)}\right]^{-1}\longrightarrow\frac{1}{1-Kf'(u(F))}=s .$$

The limit uses the continuity of $u$. In the code, `hg` is the slope of $g$, `hinv` is $g(u(G))=G$ for all $G$ near $F$ (written `∀ᶠ G in 𝓝 F`), and the last line applies Mathlib's rule for the derivative of an inverse.

```lean
/-- On a screened branch of a twice differentiable `f`, the screening factor itself responds to
the applied field: `s' = K s³ f''`. -/
theorem hasDerivAt_screening (hf : ∀ v, HasDerivAt f (f₁ v) v)
    (hf₁ : ∀ v, HasDerivAt f₁ (f₂ v) v) (h : ScreenedBranch K f f₁ x U) (hF : F ∈ U) :
    HasDerivAt (fun G => screening K f₁ (totalField K x G))
      (K * screening K f₁ (totalField K x F) ^ 3 * f₂ (totalField K x F)) F := by
  have h1 := (hf₁ (totalField K x F)).comp F (hasDerivAt_totalField hf h hF)
  have h2 : HasDerivAt (fun G => 1 - K * f₁ (totalField K x G))
      (-(K * (f₂ (totalField K x F) * screening K f₁ (totalField K x F)))) F :=
    (h1.const_mul K).const_sub 1
  have h3 := HasDerivAt.comp (h₂ := fun y : ℝ => y⁻¹)
    (h := fun G => 1 - K * f₁ (totalField K x G)) F
    (hasDerivAt_inv (h.nonresonant F hF)) h2
  have hs : ∀ d a : ℝ, -(d ^ 2)⁻¹ * -(K * (a * d⁻¹)) = K * d⁻¹ ^ 3 * a := by
    intro d a
    ring
  exact h3.congr_deriv (hs _ _)
```

The screening factor itself depends on the field. From here on $s$, $f'$, $f''$ and $f'''$ are taken at $u(F)$. The chain rule gives

$$s'=-\frac{1}{(1-Kf')^2}\,(-Kf''u')=s^2\,Kf''\,s=Ks^3f'' .$$

`h1` differentiates $f'(u)$, `h2` differentiates $1-Kf'(u)$, and `h3` differentiates the inverse.

```lean
/-- Linear response on a screened branch of a differentiable `f`: `x' = s f'`. -/
theorem linear_response (hf : ∀ v, HasDerivAt f (f₁ v) v)
    (h : ScreenedBranch K f f₁ x U) (hF : F ∈ U) :
    HasDerivAt x (screening K f₁ (totalField K x F) * f₁ (totalField K x F)) F := by
  have h1 := (hf (totalField K x F)).comp F (hasDerivAt_totalField hf h hF)
  have hev : x =ᶠ[𝓝 F] f ∘ totalField K x := by
    filter_upwards [h.isOpen.mem_nhds hF] with G hG using h.selfConsistent G hG
  exact (h1.congr_of_eventuallyEq hev).congr_deriv (mul_comm _ _)
```

Since $x=f(u)$ near $F$, we have $x'=f'u'=sf'$. `hev` records that the two functions agree near $F$, which is enough for them to share a derivative.

```lean
/-- Quadratic response on a screened branch of a twice differentiable `f`: `x'' = s³ f''`. -/
theorem quadratic_response (hf : ∀ v, HasDerivAt f (f₁ v) v)
    (hf₁ : ∀ v, HasDerivAt f₁ (f₂ v) v) (h : ScreenedBranch K f f₁ x U) (hF : F ∈ U) :
    HasDerivAt (deriv x)
      (screening K f₁ (totalField K x F) ^ 3 * f₂ (totalField K x F)) F := by
  have h1 : HasDerivAt (fun G => f₁ (totalField K x G))
      (f₂ (totalField K x F) * screening K f₁ (totalField K x F)) F :=
    (hf₁ (totalField K x F)).comp F (hasDerivAt_totalField hf h hF)
  have hev : deriv x =ᶠ[𝓝 F]
      fun G => screening K f₁ (totalField K x G) * f₁ (totalField K x G) := by
    filter_upwards [h.isOpen.mem_nhds hF] with G hG using (linear_response hf h hG).deriv
  -- the defining relation of the screening factor
  have hsd : screening K f₁ (totalField K x F) * (1 - K * f₁ (totalField K x F)) = 1 :=
    inv_mul_cancel₀ (h.nonresonant F hF)
  refine (((hasDerivAt_screening hf hf₁ h hF).fun_mul h1).congr_of_eventuallyEq
    hev).congr_deriv ?_
  linear_combination
    (-(screening K f₁ (totalField K x F) ^ 2 * f₂ (totalField K x F))) * hsd
```

`deriv x` is the function $x'$. The product rule, followed by $1+Ksf'=s$, gives

$$x''=s'f'+sf''u'=Ks^3f''f'+s^2f''=s^2f''(1+Ksf')=s^3f'' .$$

The identity used is $s(1-Kf')=1$ rearranged. It is `hsd` in the code, and `linear_combination` inserts it with the right prefactor.

```lean
/-- Cubic response on a screened branch of a three times differentiable `f`:
`x''' = s⁴ f''' + 3 K s⁵ (f'')²`. -/
theorem cubic_response (hf : ∀ v, HasDerivAt f (f₁ v) v)
    (hf₁ : ∀ v, HasDerivAt f₁ (f₂ v) v) (hf₂ : ∀ v, HasDerivAt f₂ (f₃ v) v)
    (h : ScreenedBranch K f f₁ x U) (hF : F ∈ U) :
    HasDerivAt (deriv (deriv x))
      (screening K f₁ (totalField K x F) ^ 4 * f₃ (totalField K x F) +
        3 * K * screening K f₁ (totalField K x F) ^ 5 * f₂ (totalField K x F) ^ 2) F := by
  have h2 : HasDerivAt (fun G => f₂ (totalField K x G))
      (f₃ (totalField K x F) * screening K f₁ (totalField K x F)) F :=
    (hf₂ (totalField K x F)).comp F (hasDerivAt_totalField hf h hF)
  have hs := hasDerivAt_screening hf hf₁ h hF
  have hev : deriv (deriv x) =ᶠ[𝓝 F] fun G => screening K f₁ (totalField K x G) *
      (screening K f₁ (totalField K x G) * screening K f₁ (totalField K x G)) *
      f₂ (totalField K x G) := by
    filter_upwards [h.isOpen.mem_nhds hF] with G hG
    rw [(quadratic_response hf hf₁ h hG).deriv]
    ring
  refine (((hs.fun_mul (hs.fun_mul hs)).fun_mul h2).congr_of_eventuallyEq hev).congr_deriv ?_
  ring
```

One more derivative gives

$$x'''=3s^2s'f''+s^3f'''u'=3Ks^5(f'')^2+s^4f''' .$$

The code writes $s^3$ as $s\cdot(s\cdot s)$, so that the product rule applies factor by factor, and `ring` collects the terms. These are derivatives; the Taylor coefficients of $x$ are $x''/2$ and $x'''/6$.

In an order-by-order calculation the second term comes from a separate step. The quadratic response produces a second-order induced field, in the model $u''=Ks^3f''$. This field is combined with the first-order field $u'=s$ through $f''$, and the result is screened once more: $s\cdot3f''u'u''=3Ks^5(f'')^2$. In a full calculation $s$ becomes an operator, and a density-dependent exchange-correlation kernel adds further terms.

```lean
/-- On a screened branch of a three times differentiable `f`, the cubic response is nonzero even
where `f''' = 0`, provided the coupling `K` and the curvature `f''` at the total field are nonzero.
-/
theorem cubic_response_survives (hf : ∀ v, HasDerivAt f (f₁ v) v)
    (hf₁ : ∀ v, HasDerivAt f₁ (f₂ v) v) (hf₂ : ∀ v, HasDerivAt f₂ (f₃ v) v)
    (h : ScreenedBranch K f f₁ x U) (hF : F ∈ U) (hK : K ≠ 0)
    (h2 : f₂ (totalField K x F) ≠ 0) (h3 : f₃ (totalField K x F) = 0) :
    deriv (deriv (deriv x)) F ≠ 0 := by
  have hs : screening K f₁ (totalField K x F) ≠ 0 := inv_ne_zero (h.nonresonant F hF)
  rw [(cubic_response hf hf₁ hf₂ h hF).deriv, h3, mul_zero, zero_add]
  exact mul_ne_zero (mul_ne_zero (mul_ne_zero three_ne_zero hK) (pow_ne_zero _ hs))
    (pow_ne_zero _ h2)
```

If $f'''=0$ at the total field, only $3Ks^5(f'')^2$ remains. With $K\neq0$ and $f''\neq0$ it is nonzero, because $s$ is the inverse of a nonzero number. A bare response with a quadratic but no cubic part there still leads to a cubic response, made by feedback.

```lean
/-- If a response is self-consistent near `F` and differentiable at `F`, and `f` has slope `f'` at
the total field, then `1 - K f'` cannot vanish. -/
theorem nonresonant_of_differentiable {f' x' : ℝ} (hf : HasDerivAt f f' (totalField K x F))
    (hx : HasDerivAt x x' F) (hsc : ∀ᶠ G in 𝓝 F, x G = f (totalField K x G)) :
    1 - K * f' ≠ 0 := by
  have hu : HasDerivAt (totalField K x) (1 + K * x') F :=
    (hasDerivAt_id' F).fun_add (hx.const_mul K)
  have e : x' = f' * (1 + K * x') :=
    hx.unique ((hf.comp F hu).congr_of_eventuallyEq hsc)
  intro h0
  have : (1 : ℝ) = 0 := by linear_combination (1 + K * x') * h0 - K * e
  norm_num at this
```

This theorem runs the other way. Suppose that $x$ is already known to be differentiable at $F$ and self-consistent near it, with $f$ differentiable at the total field. Then $x'=f'(1+Kx')$. If $Kf'=1$, multiplying by $K$ gives $Kx'=1+Kx'$, hence $0=1$. So $1-Kf'\neq0$ has to be assumed only when, as in `ScreenedBranch`, $x$ is merely continuous.

## An error in the screening factor

```lean
/-- For `ε ≥ 0`, replacing `s` by `(1 + ε) s` changes `s³ a` by at least `3ε` times its absolute
value and, if `K s b ≥ 0`, changes `s⁴ b + 3 K s⁵ a²` by at least `4ε` times its absolute value. -/
theorem screening_error_amplified {s a b ε : ℝ} (hε : 0 ≤ ε) :
    3 * ε * |s ^ 3 * a| ≤ |((1 + ε) * s) ^ 3 * a - s ^ 3 * a| ∧
    (0 ≤ K * s * b → 4 * ε * |s ^ 4 * b + 3 * K * s ^ 5 * a ^ 2| ≤
      |((1 + ε) * s) ^ 4 * b + 3 * K * ((1 + ε) * s) ^ 5 * a ^ 2 -
        (s ^ 4 * b + 3 * K * s ^ 5 * a ^ 2)|) := by
  have p3 : 0 ≤ 3 * ε ^ 2 + ε ^ 3 := by positivity
  have p4 : 0 ≤ 6 * ε ^ 2 + 4 * ε ^ 3 + ε ^ 4 := by positivity
  have p5 : 0 ≤ ε + 10 * ε ^ 2 + 10 * ε ^ 3 + 5 * ε ^ 4 + ε ^ 5 := by positivity
  have h3 : 3 * ε ≤ (1 + ε) ^ 3 - 1 := by linarith
  have h4 : 4 * ε ≤ (1 + ε) ^ 4 - 1 := by linarith
  have h5 : 4 * ε ≤ (1 + ε) ^ 5 - 1 := by linarith
  constructor
  · have e : ((1 + ε) * s) ^ 3 * a - s ^ 3 * a = ((1 + ε) ^ 3 - 1) * (s ^ 3 * a) := by ring
    rw [e, abs_mul ((1 + ε) ^ 3 - 1)]
    exact mul_le_mul_of_nonneg_right (h3.trans (le_abs_self _)) (abs_nonneg _)
  · intro hb
    have e : ((1 + ε) * s) ^ 4 * b + 3 * K * ((1 + ε) * s) ^ 5 * a ^ 2 -
        (s ^ 4 * b + 3 * K * s ^ 5 * a ^ 2) =
        ((1 + ε) ^ 4 - 1) * (s ^ 4 * b) + ((1 + ε) ^ 5 - 1) * (3 * K * s ^ 5 * a ^ 2) := by
      ring
    -- the two contributions have the same sign, so they cannot cancel
    have hAB : 0 ≤ (s ^ 4 * b) * (3 * K * s ^ 5 * a ^ 2) := by
      have : 0 ≤ 3 * (s ^ 4 * a) ^ 2 * (K * s * b) := mul_nonneg (by positivity) hb
      calc 0 ≤ 3 * (s ^ 4 * a) ^ 2 * (K * s * b) := this
        _ = _ := by ring
    rw [e]
    rcases mul_nonneg_iff.mp hAB with ⟨hA, hB⟩ | ⟨hA, hB⟩
    · rw [abs_of_nonneg (add_nonneg hA hB)]
      refine le_trans ?_ (le_abs_self _)
      linarith [mul_le_mul_of_nonneg_right h4 hA, mul_le_mul_of_nonneg_right h5 hB]
    · rw [abs_of_nonpos (add_nonpos hA hB)]
      refine le_trans ?_ (neg_le_abs _)
      linarith [mul_le_mul_of_nonpos_right h4 hA, mul_le_mul_of_nonpos_right h5 hB]
```

Here $a$ stands for $f''$ and $b$ for $f'''$. Both stay fixed while $s$ is replaced by $(1+\varepsilon)s$ with $\varepsilon\ge0$, so the theorem treats a screening factor overestimated in magnitude, at an unchanged total field. The same relative error is put into every factor $s$, including those that an order-by-order calculation would obtain from separate second- and third-order cycles. The symbol `∧` joins two claims.

For the quadratic response, the change is $[(1+\varepsilon)^3-1]\,s^3a$, and $(1+\varepsilon)^3-1=3\varepsilon+3\varepsilon^2+\varepsilon^3\ge3\varepsilon$. The relative error is therefore at least $3\varepsilon$ whenever the response is nonzero.

For the cubic response, write $A=s^4b$ and $B=3Ks^5a^2$. The change is

$$[(1+\varepsilon)^4-1]A+[(1+\varepsilon)^5-1]B,$$

and both brackets are at least $4\varepsilon$. Since $AB=3(s^4a)^2\,Ksb$, the condition $Ksb\ge0$ makes $AB\ge0$. The two contributions then add in magnitude, and the change is at least $4\varepsilon|A+B|$. The code proves $AB\ge0$ as `hAB` and treats the two possible signs separately.

For a weakening feedback, with $K<0$ and $s>0$, the condition requires $f'''\le0$, so the cubic bound does not cover $f'''>0$ there. With no condition on the sign the bound can fail: for $K=s=a=1$ and $b=-15/4$ the changes in $A$ and $B$ cancel to first order in $\varepsilon$, although $A+B=-3/4$.

## A quadratic bare response with a cubic screened one

```lean
/-- For `f(v) = v²/2` and `K = 1`, the response `x(F) = 1 - F - √(1 - 2F)` is a screened branch
on the fields `F < 1/2`. -/
theorem screenedBranch_witness :
    ScreenedBranch 1 (fun v => v ^ 2 / 2) (fun v => v)
      (fun F => 1 - F - √(1 - 2 * F)) (Set.Iio (1 / 2)) where
  isOpen := isOpen_Iio
  continuousOn := Continuous.continuousOn (by fun_prop)
  selfConsistent := by
    intro F hF
    have hF' : F < 1 / 2 := hF
    have hr : √(1 - 2 * F) ^ 2 = 1 - 2 * F := Real.sq_sqrt (by linarith)
    simp only [totalField]
    linear_combination (-1 / 2) * hr
  nonresonant := by
    intro F hF
    have hF' : F < 1 / 2 := hF
    have hr : 0 < √(1 - 2 * F) := Real.sqrt_pos.mpr (by linarith)
    simp only [totalField]
    intro h0
    linarith
```

Take $f(v)=v^2/2$ and $K=1$. `Set.Iio (1 / 2)` is the set of fields $F<1/2$. With $r=\sqrt{1-2F}$ the total field is $u=1-r$, and

$$\frac{u^2}{2}=\frac{1-2r+(1-2F)}{2}=1-F-r=x(F).$$

Also $1-Kf'(u)=1-u=r>0$. The four conditions therefore hold for an explicit response. The example is chosen for its algebra: at negative total field $f$ has a negative slope, which the static dipole of a ground state, taken along the field, cannot have.

```lean
/-- The response `x(F) = 1 - F - √(1 - 2F)` of the purely quadratic `f(v) = v²/2` with `K = 1`
has third derivative `3` at zero applied field. -/
theorem quadratic_model_cubic_response :
    HasDerivAt (deriv (deriv (fun F : ℝ => 1 - F - √(1 - 2 * F)))) 3 0 := by
  have hf : ∀ v : ℝ, HasDerivAt (fun v : ℝ => v ^ 2 / 2) v v := fun v =>
    ((hasDerivAt_pow 2 v).div_const 2).congr_deriv (by norm_num)
  have h0 : (0 : ℝ) ∈ Set.Iio (1 / 2 : ℝ) := by
    rw [Set.mem_Iio]
    norm_num
  have h := cubic_response (f₂ := fun _ => 1) (f₃ := fun _ => 0) hf
    (fun v => hasDerivAt_id' v) (fun v => hasDerivAt_const v 1) screenedBranch_witness h0
  exact h.congr_deriv (by simp [screening, totalField])

end

end SelfConsistentScreening
```

At $F=0$ we have $u=0$, $s=1$, $f''=1$ and $f'''=0$, so the cubic formula gives $x'''(0)=3$. The proof passes these derivatives to `cubic_response` and simplifies.

A stronger field shows the amplification in numbers. At $F=3/8$, $r=1/2$, so $u=1/2$ and $s=2$. Then $x''=2^3=8$ and $x'''=3\cdot2^5=96$, in agreement with differentiating the square root directly, which gives $(1-2F)^{-3/2}$ and $3(1-2F)^{-5/2}$. If the screening factor is 10% too large, $s=2.2$, the quadratic response comes out as $10.648$, which is 33% too high, and the cubic response as about $154.6$, which is 61% too high.

```lean
#print axioms SelfConsistentScreening.cubic_response_survives
#print axioms SelfConsistentScreening.nonresonant_of_differentiable
#print axioms SelfConsistentScreening.screening_error_amplified
#print axioms SelfConsistentScreening.quadratic_model_cubic_response
```

```
'SelfConsistentScreening.cubic_response_survives' depends on axioms: [propext, Classical.choice, Quot.sound]
'SelfConsistentScreening.nonresonant_of_differentiable' depends on axioms: [propext, Classical.choice, Quot.sound]
'SelfConsistentScreening.screening_error_amplified' depends on axioms: [propext, Classical.choice, Quot.sound]
'SelfConsistentScreening.quadratic_model_cubic_response' depends on axioms: [propext, Classical.choice, Quot.sound]
```
